# Hubbard's most uniform lattice filling minimises every neighbour shell of a discretely convex pair potential

Put two particles on different sites in each period of four sites on a line. The two nearest-neighbour distances add up to 4, so they are either 2 and 2 or 1 and 3. The even spacing costs $2V(2)$ and the uneven one $V(1)+V(3)$. If the increments of $V$ do not decrease with distance, then $V(2)-V(1)\le V(3)-V(2)$, which says that the even spacing costs no more.

Two facts decide this: the sum of the distances is fixed, and the sum of a convex function's values at integers with a fixed total is smallest when those integers are as equal as possible. The same holds for $n$ particles on $L$ sites and for neighbours of any order $k\ge 1$. What needs an argument is that a single arrangement, $y(i)=\lfloor iL/n\rfloor$, makes the distances as equal as possible for all $k$ at once.

```lean
import Mathlib

open Finset

namespace HubbardLatticeGroundState

noncomputable section
```

## Periodic fillings and their shell energies

Number the particles by integers $i$ and let $x(i)$ be the site of particle $i$. No two particles share a site, and the pattern repeats:

$$x(i)<x(i+1),\qquad x(i+n)=x(i)+L .$$

This is a ring of $L$ sites with $n$ particles, unrolled onto the line.

```lean
/-- A periodic arrangement of particles on a line of sites: positions increase strictly,
and moving on by `n` particles moves on by `L` sites. -/
structure IsFilling (n L : ℕ) (x : ℤ → ℤ) : Prop where
  strictMono : StrictMono x
  periodic : ∀ i : ℤ, x (i + n) = x i + L
```

Hubbard's filling is the integer part of evenly spaced real positions. In Lean, `/` between integers rounds down when the divisor is positive, so negative $i$ are treated correctly too.

```lean
/-- Hubbard's filling: particle `i` sits at the integer part of `i L / n`. -/
def hubbard (n L : ℕ) (i : ℤ) : ℤ := i * L / n
```

The energy of the $k$-th neighbour shell, per period, is

$$E_k[x]=\sum_{i=0}^{n-1}V\big(x(i+k)-x(i)\big).$$

Distances are measured along the unrolled line. Particle $i+n$ is the periodic image of particle $i$ in the next period, so for $k=n$ each particle is paired with its own image.

```lean
/-- The interaction energy per period of all pairs of `k`-th neighbours. -/
def shellEnergy (V : ℤ → ℝ) (n k : ℕ) (x : ℤ → ℤ) : ℝ :=
  ∑ i ∈ range n, V (x (i + k) - x i)
```

Write $\Delta(r)=V(r+1)-V(r)$. Discrete convexity means $\Delta(r)\le\Delta(r+1)$ for all $r\ge1$. For a repulsive $V$ it means that each further step apart lowers the energy by no more than the step before. The definition does not require $V$ to be repulsive. Values of $V$ at zero or negative arguments are unrestricted.

Without convexity the result fails already in the opening case: with $V(1)=V(3)=0$ and $V(2)=1$, the even spacing costs 2 and the uneven one costs 0.

```lean
/-- The increments of the pair potential do not decrease with distance. -/
def DiscretelyConvex (V : ℤ → ℝ) : Prop :=
  ∀ r : ℤ, 1 ≤ r → V (r + 1) - V r ≤ V (r + 2) - V (r + 1)
```

The strict version, $\Delta(r)<\Delta(r+1)$, serves later to identify all the minimisers of a shell.

```lean
/-- The increments of the pair potential increase strictly with distance. -/
def StrictlyConvex (V : ℤ → ℝ) : Prop :=
  ∀ r : ℤ, 1 ≤ r → V (r + 1) - V r < V (r + 2) - V (r + 1)
```

The comparison function is the straight line through $V$ at two adjacent distances:

$$\ell_q(d)=V(q)+\Delta(q)\,(d-q).$$

```lean
/-- The straight line through the values of the potential at distances `q` and `q + 1`. -/
def chord (V : ℤ → ℝ) (q d : ℤ) : ℝ := V q + (V (q + 1) - V q) * ((d : ℝ) - q)
```

## The distances in a shell have a fixed sum

Let $S_k=\sum_{i<n}\big(x(i+k)-x(i)\big)$. Then $S_0=0$, and passing to the next shell adds a telescoping sum:

$$S_{k+1}-S_k=\sum_{i<n}\big(x(i+1+k)-x(i+k)\big)=x(n+k)-x(k)=L .$$

Hence $S_k=kL$. The Lean proof is this induction on $k$, with `Finset.sum_range_sub` doing the telescoping.

```lean
/-- The `k`-th neighbour distances in one period add up to `k L`, whatever the filling. -/
theorem sum_gaps {n L : ℕ} {x : ℤ → ℤ} (hx : IsFilling n L x) (k : ℕ) :
    ∑ i ∈ range n, (x (i + k) - x i) = k * L := by
  induction k with
  | zero => simp
  | succ k ih =>
    -- passing from shell k to shell k + 1 adds a telescoping sum equal to L
    have t : ∑ i ∈ range n, (x (((i + 1 : ℕ) : ℤ) + k) - x ((i : ℤ) + k))
        = x ((n : ℤ) + k) - x (((0 : ℕ) : ℤ) + k) :=
      Finset.sum_range_sub (fun j : ℕ => x ((j : ℤ) + k)) n
    have z : ((0 : ℕ) : ℤ) + (k : ℤ) = k := by simp
    rw [z, add_comm (n : ℤ) (k : ℤ), hx.periodic] at t
    have s : ∑ i ∈ range n, (x ((i : ℤ) + ((k + 1 : ℕ) : ℤ)) - x i)
        = ∑ i ∈ range n, ((x (((i + 1 : ℕ) : ℤ) + k) - x ((i : ℤ) + k))
          + (x ((i : ℤ) + k) - x i)) := by
      refine Finset.sum_congr rfl fun i _ => ?_
      have e : (i : ℤ) + ((k + 1 : ℕ) : ℤ) = ((i + 1 : ℕ) : ℤ) + k := by
        push_cast; ring
      rw [e]; ring
    rw [s, Finset.sum_add_distrib, t, ih]
    push_cast; ring
```

For $k\ge1$ each distance is a positive integer, because $x$ increases strictly.

```lean
lemma gap_pos {n L k : ℕ} {x : ℤ → ℤ} (hx : IsFilling n L x) (hk : 1 ≤ k) (i : ℤ) :
    1 ≤ x (i + k) - x i := by
  have h : x i < x (i + k) := hx.strictMono (by omega)
  omega
```

Taking $k=1$, the $n$ distances are each at least 1 and add up to $L$. So $n\le L$ follows from the existence of a filling and need not be assumed.

```lean
lemma card_le {n L : ℕ} {x : ℤ → ℤ} (hx : IsFilling n L x) : n ≤ L := by
  have h := sum_gaps hx 1
  have h1 : ∑ _i ∈ range n, (1 : ℤ) ≤ ∑ i ∈ range n, (x ((i : ℤ) + (1 : ℕ)) - x i) :=
    Finset.sum_le_sum fun i _ => gap_pos hx le_rfl i
  rw [h] at h1
  simp at h1
  exact h1
```

## A convex potential lies on or above the lines through adjacent values

Chaining the convexity inequality gives $\Delta(a)\le\Delta(b)$ whenever $1\le a\le b$.

```lean
lemma slope_mono {V : ℤ → ℝ} (hV : DiscretelyConvex V) {a b : ℤ} (ha : 1 ≤ a)
    (hab : a ≤ b) : V (a + 1) - V a ≤ V (b + 1) - V b := by
  have key : ∀ m : ℕ, V (a + 1) - V a ≤ V (a + m + 1) - V (a + m) := by
    intro m
    induction m with
    | zero => simp
    | succ m ih =>
      have h := hV (a + m) (by omega)
      have e1 : a + ((m + 1 : ℕ) : ℤ) = a + m + 1 := by push_cast; ring
      have e2 : a + (m : ℤ) + 1 + 1 = a + m + 2 := by ring
      rw [e1, e2]
      linarith
  obtain ⟨m, hm⟩ := Int.eq_ofNat_of_zero_le (by omega : 0 ≤ b - a)
  have e : b = a + m := by omega
  rw [e]
  exact key m
```

Let $q,d\ge1$. To the right of $q$, and to the left of it, respectively,

$$V(d)-V(q)=\sum_{r=q}^{d-1}\Delta(r)\ge(d-q)\Delta(q),\qquad
V(q)-V(d)=\sum_{r=d}^{q-1}\Delta(r)\le(q-d)\Delta(q).$$

Both say $V(d)\ge\ell_q(d)$. In the code, `up` and `down` add these increments one at a time by induction.

```lean
/-- For `1 ≤ q`, a discretely convex potential lies on or above the line `chord V q` at all positive
distances. -/
theorem chord_le {V : ℤ → ℝ} (hV : DiscretelyConvex V) {q d : ℤ} (hq : 1 ≤ q)
    (hd : 1 ≤ d) : chord V q d ≤ V d := by
  have up : ∀ m : ℕ, chord V q (q + m) ≤ V (q + m) := by
    intro m
    induction m with
    | zero => simp [chord]
    | succ m ih =>
      have s := slope_mono hV hq (by omega : q ≤ q + m)
      have e : q + ((m + 1 : ℕ) : ℤ) = q + m + 1 := by push_cast; ring
      rw [e]
      simp only [chord] at ih ⊢
      push_cast at ih ⊢
      linarith
  have down : ∀ m : ℕ, 1 ≤ q - m → chord V q (q - m) ≤ V (q - m) := by
    intro m
    induction m with
    | zero => intro _; simp [chord]
    | succ m ih =>
      intro hm
      have ih' := ih (by omega)
      have s := slope_mono hV (by omega : 1 ≤ q - m - 1) (by omega : q - m - 1 ≤ q)
      have e : q - ((m + 1 : ℕ) : ℤ) = q - m - 1 := by push_cast; ring
      rw [sub_add_cancel] at s
      rw [e]
      simp only [chord] at ih' ⊢
      push_cast at ih' ⊢
      linarith
  rcases le_total q d with h | h
  · obtain ⟨m, hm⟩ := Int.eq_ofNat_of_zero_le (by omega : 0 ≤ d - q)
    have e : d = q + m := by omega
    rw [e]; exact up m
  · obtain ⟨m, hm⟩ := Int.eq_ofNat_of_zero_le (by omega : 0 ≤ q - d)
    have e : d = q - m := by omega
    rw [e]; exact down m (by omega)
```

At $d=q$ and $d=q+1$ the line meets the potential, by construction.

```lean
lemma chord_eq (V : ℤ → ℝ) {q d : ℤ} (h : d = q ∨ d = q + 1) : chord V q d = V d := by
  rcases h with h | h
  · rw [h]; simp [chord]
  · rw [h]; simp [chord]
```

If $V$ is strictly convex and $q\ge1$, it meets the line at no other positive distance. For $d<q$, compare with the chord one step to the left, which also passes through $V(q)$:

$$V(d)\ge\ell_{q-1}(d)=\ell_q(d)+\big(\Delta(q)-\Delta(q-1)\big)(q-d)>\ell_q(d).$$

For $d>q+1$ the chord one step to the right gives

$$V(d)\ge\ell_{q+1}(d)=\ell_q(d)+\big(\Delta(q+1)-\Delta(q)\big)(d-q-1)>\ell_q(d).$$

```lean
lemma chord_lt {V : ℤ → ℝ} (hV : StrictlyConvex V) {q d : ℤ} (hq : 1 ≤ q) (hd : 1 ≤ d)
    (h : ¬(d = q ∨ d = q + 1)) : chord V q d < V d := by
  have hc : DiscretelyConvex V := fun r hr => (hV r hr).le
  rcases lt_or_ge d q with hlt | hge
  · -- compare with the neighbouring chord on the left
    have t := chord_le hc (by omega : 1 ≤ q - 1) hd
    have s := hV (q - 1) (by omega)
    have e : q - 1 + 2 = q + 1 := by ring
    rw [e, sub_add_cancel] at s
    have hp : (0 : ℝ) < (q : ℝ) - d := sub_pos.mpr (by exact_mod_cast hlt)
    have p := mul_lt_mul_of_pos_right s hp
    simp only [chord, sub_add_cancel] at t ⊢
    push_cast at t
    linarith
  · -- compare with the neighbouring chord on the right
    have t := chord_le hc (by omega : 1 ≤ q + 1) hd
    have s := hV q hq
    have e : q + 1 + 1 = q + 2 := by ring
    have hp : (0 : ℝ) < (d : ℝ) - ((q + 1 : ℤ) : ℝ) :=
      sub_pos.mpr (by exact_mod_cast (by omega : q + 1 < d))
    have p := mul_lt_mul_of_pos_right s hp
    simp only [chord, e] at t ⊢
    push_cast at t p
    linarith
```

## Hubbard's distances take at most two adjacent values

Divide two integers $a$ and $b$ by $n$, leaving remainders $r$ and $s$ between $0$ and $n-1$. Since $0\le r+s<2n$, the remainders contribute either 0 or 1 to the quotient of the sum:

$$\Big\lfloor\frac{a+b}{n}\Big\rfloor-\Big\lfloor\frac an\Big\rfloor\in\Big\{\Big\lfloor\frac bn\Big\rfloor,\ \Big\lfloor\frac bn\Big\rfloor+1\Big\}.$$

Lean reaches this from the upper and lower bounds that define each quotient.

```lean
lemma floor_add (a b : ℤ) {n : ℤ} (hn : 0 < n) :
    (a + b) / n - a / n = b / n ∨ (a + b) / n - a / n = b / n + 1 := by
  have a1 := Int.ediv_mul_le a hn.ne'
  have a2 := Int.lt_ediv_add_one_mul_self a hn
  have b1 := Int.ediv_mul_le b hn.ne'
  have b2 := Int.lt_ediv_add_one_mul_self b hn
  have c1 := Int.ediv_mul_le (a + b) hn.ne'
  have c2 := Int.lt_ediv_add_one_mul_self (a + b) hn
  have l : a / n + b / n < (a + b) / n + 1 :=
    lt_of_mul_lt_mul_right (by linarith) hn.le
  have u : (a + b) / n < a / n + b / n + 2 :=
    lt_of_mul_lt_mul_right (by linarith) hn.le
  omega
```

With $a=iL$ and $b=kL$, every $k$-th neighbour distance in Hubbard's filling is $q$ or $q+1$, where from here on $q=\lfloor kL/n\rfloor$.

```lean
/-- In Hubbard's filling every `k`-th neighbour distance is the integer part of `k L / n`
or one more. -/
theorem hubbard_gap {n : ℕ} (L k : ℕ) (hn : 1 ≤ n) (i : ℤ) :
    hubbard n L (i + k) - hubbard n L i = (k : ℤ) * L / n ∨
      hubbard n L (i + k) - hubbard n L i = (k : ℤ) * L / n + 1 := by
  unfold hubbard
  rw [add_mul]
  exact floor_add _ _ (by omega)
```

The chord bound needs $q\ge1$, which holds because $kL\ge n$.

```lean
lemma one_le_floor {n L k : ℕ} (hn : 1 ≤ n) (hL : n ≤ L) (hk : 1 ≤ k) :
    1 ≤ (k : ℤ) * L / n := by
  rw [Int.le_ediv_iff_mul_le (by omega)]
  have h : 1 * n ≤ k * L := Nat.mul_le_mul hk hL
  exact_mod_cast h
```

Hubbard's filling is itself admissible for $1\le n\le L$. Its nearest-neighbour distances are at least $\lfloor L/n\rfloor\ge1$, and $\lfloor(i+n)L/n\rfloor=\lfloor iL/n\rfloor+L$. The lower bound below is therefore attained within the class of fillings.

```lean
/-- With at least one particle and at most one per site, Hubbard's filling is
an admissible periodic arrangement. -/
theorem hubbard_isFilling {n L : ℕ} (hn : 1 ≤ n) (hL : n ≤ L) :
    IsFilling n L (hubbard n L) where
  strictMono := by
    refine strictMono_int_of_lt_succ fun i => ?_
    have h := hubbard_gap L 1 hn i
    have h1 := one_le_floor hn hL (le_refl 1)
    rw [Nat.cast_one] at h h1
    omega
  periodic := by
    intro i
    unfold hubbard
    rw [add_mul, mul_comm (n : ℤ) (L : ℤ), Int.add_mul_ediv_right _ _ (by omega)]
```

## Every filling has the same chord energy

Since $\ell_q$ is affine, its sum over a shell depends only on the sum of the distances:

$$\sum_{i<n}\ell_q\big(x(i+k)-x(i)\big)=nV(q)+\Delta(q)\,(kL-nq).$$

```lean
lemma sum_chord {n L : ℕ} {x : ℤ → ℤ} (hx : IsFilling n L x) (V : ℤ → ℝ) (q : ℤ)
    (k : ℕ) : ∑ i ∈ range n, chord V q (x (i + k) - x i)
      = n * V q + (V (q + 1) - V q) * (k * L - n * q) := by
  have h : ∑ i ∈ range n, ((x (i + k) - x i : ℤ) : ℝ) = k * L := by
    exact_mod_cast sum_gaps hx k
  simp only [chord]
  rw [Finset.sum_add_distrib, ← Finset.mul_sum, Finset.sum_sub_distrib, h]
  simp
```

For Hubbard's filling $y$ the potential equals the chord at every distance that occurs. Its energy is therefore the chord sum, which may be evaluated on any other filling $x$:

$$E_k[y]=\sum_{i<n}\ell_q\big(y(i+k)-y(i)\big)=\sum_{i<n}\ell_q\big(x(i+k)-x(i)\big).$$

```lean
lemma shellEnergy_hubbard {n L : ℕ} {x : ℤ → ℤ} (hn : 1 ≤ n) (hx : IsFilling n L x)
    (V : ℤ → ℝ) (k : ℕ) : shellEnergy V n k (hubbard n L)
      = ∑ i ∈ range n, chord V ((k : ℤ) * L / n) (x (i + k) - x i) := by
  rw [sum_chord hx, ← sum_chord (hubbard_isFilling hn (card_le hx))]
  exact Finset.sum_congr rfl fun i _ => (chord_eq V (hubbard_gap L k hn i)).symm
```

Now apply $\ell_q\le V$ to each term on the right, and $E_k[y]\le E_k[x]$ follows. The theorem assumes a discretely convex `V`, at least one particle per period, $k\ge1$ and an arbitrary filling `x` with the same `n` and `L`.

```lean
/-- For a discretely convex pair potential, Hubbard's filling has the lowest energy in
every neighbour shell among all periodic arrangements with the same `n` and `L`. -/
theorem hubbard_minimises_shell {V : ℤ → ℝ} (hV : DiscretelyConvex V) {n L k : ℕ}
    (hn : 1 ≤ n) (hk : 1 ≤ k) {x : ℤ → ℤ} (hx : IsFilling n L x) :
    shellEnergy V n k (hubbard n L) ≤ shellEnergy V n k x := by
  rw [shellEnergy_hubbard hn hx]
  exact Finset.sum_le_sum fun i _ =>
    chord_le hV (one_le_floor hn (card_le hx) hk) (gap_pos hx hk i)
```

Because one arrangement minimises every shell, it also minimises their sum up to any finite $R$. This identifies a classical ground state of charges on a chain of equivalent sites when hopping is neglected, no site holds more than one charge, each charge interacts with its first $R$ neighbours on either side through a discretely convex $V$, and the period and particle number are fixed. Cutting a potential off at a fixed distance is different, because it can destroy convexity: with $V(r)=1/r$ for $r\le3$ and $V(r)=0$ beyond, two particles on six sites cost $\tfrac23$ when evenly spaced and $\tfrac12$ at distances 2 and 4. Infinitely many shells, where convergence of the energy enters, and higher dimensions are not treated.

```lean
/-- Hubbard's filling also minimises the energy summed over the first `R` neighbour
shells. -/
theorem hubbard_minimises_total {V : ℤ → ℝ} (hV : DiscretelyConvex V) {n L : ℕ}
    (hn : 1 ≤ n) (R : ℕ) {x : ℤ → ℤ} (hx : IsFilling n L x) :
    ∑ k ∈ Icc 1 R, shellEnergy V n k (hubbard n L) ≤ ∑ k ∈ Icc 1 R, shellEnergy V n k x :=
  Finset.sum_le_sum fun _ hk => hubbard_minimises_shell hV hn (Finset.mem_Icc.mp hk).1 hx
```

## Which fillings tie in a single shell

For strictly convex $V$, the equality $E_k[x]=E_k[y]$ forces equality in every term, since no term of the chord sum exceeds the corresponding term of $E_k[x]$. By the strict chord bound, this happens exactly when each distance is $q$ or $q+1$. The step from equal sums to equal terms is `Finset.sum_eq_sum_iff_of_le`. The criterion concerns one shell at a time, so a filling may tie in one shell and lose in another.

```lean
/-- For a strictly convex potential, an arrangement matches Hubbard's energy in shell `k`
exactly when each `k`-th neighbour distance is the integer part of `k L / n` or one more. -/
theorem shell_minimum_iff {V : ℤ → ℝ} (hV : StrictlyConvex V) {n L k : ℕ}
    (hn : 1 ≤ n) (hk : 1 ≤ k) {x : ℤ → ℤ} (hx : IsFilling n L x) :
    shellEnergy V n k (hubbard n L) = shellEnergy V n k x ↔
      ∀ i ∈ range n, x (i + k) - x i = (k : ℤ) * L / n ∨
        x (i + k) - x i = (k : ℤ) * L / n + 1 := by
  have hq := one_le_floor hn (card_le hx) hk
  have hle : ∀ i : ℕ, i ∈ range n →
      chord V ((k : ℤ) * L / n) (x ((i : ℤ) + k) - x (i : ℤ))
        ≤ V (x ((i : ℤ) + k) - x (i : ℤ)) := fun i _ =>
    chord_le (fun r hr => (hV r hr).le) hq (gap_pos hx hk (i : ℤ))
  rw [shellEnergy_hubbard hn hx, shellEnergy, Finset.sum_eq_sum_iff_of_le hle]
  refine forall₂_congr fun i _ => ⟨fun h => ?_, fun h => chord_eq V h⟩
  by_contra hne
  exact (chord_lt hV hq (gap_pos hx hk i) hne).ne h
```

## The repulsion $1/r$ and ten sites with four particles

For $V(r)=1/r$ the change in the increment is

$$\Delta(r+1)-\Delta(r)=\frac{2}{r(r+1)(r+2)}>0\qquad(r\ge1),$$

so this potential is strictly convex, and all the theorems above apply to it.

```lean
/-- The repulsion `1 / r` is strictly convex on the positive integers. -/
theorem coulomb_witness : StrictlyConvex (fun r : ℤ => 1 / (r : ℝ)) := by
  intro r hr
  have h : (0 : ℝ) < r := by exact_mod_cast (by omega : 0 < r)
  have e : 1 / ((r : ℝ) + 2) - 1 / ((r : ℝ) + 1) - (1 / ((r : ℝ) + 1) - 1 / (r : ℝ))
      = 2 / ((r : ℝ) * (r + 1) * (r + 2)) := by
    have h1 : (r : ℝ) + 1 ≠ 0 := by positivity
    have h2 : (r : ℝ) + 2 ≠ 0 := by positivity
    field_simp
    ring
  have p : (0 : ℝ) < 2 / ((r : ℝ) * (r + 1) * (r + 2)) := by positivity
  push_cast
  linarith

end

end HubbardLatticeGroundState
```

Take $n=4$ and $L=10$. Hubbard's filling occupies sites $0,2,5,7$, with nearest-neighbour distances $2,3,2,3$. A competitor on sites $0,2,4,7$ has distances $2,2,3,3$. In the first shell $q=\lfloor 10/4\rfloor=2$, and both fillings have energy

$$\tfrac12+\tfrac12+\tfrac13+\tfrac13=\tfrac53 .$$

In the second shell $q=\lfloor 20/4\rfloor=5$. Hubbard's distances are $5,5,5,5$ and the competitor's are $4,5,6,5$, both adding up to 20. The energies are

$$\tfrac45=\tfrac{48}{60}\qquad\text{and}\qquad \tfrac14+\tfrac15+\tfrac16+\tfrac15=\tfrac{49}{60}.$$

The tie in the first shell is broken by the second. There the competitor's distances 5 and 6 are $q$ and $q+1$, where the potential meets the chord, but at distance 4 the potential lies above it. The whole excess of $\tfrac1{60}$ over the chord sum comes from the pair at distance 4.

```lean
#print axioms HubbardLatticeGroundState.hubbard_minimises_shell
-- 'HubbardLatticeGroundState.hubbard_minimises_shell' depends on axioms: [propext, Classical.choice, Quot.sound]
#print axioms HubbardLatticeGroundState.hubbard_minimises_total
-- 'HubbardLatticeGroundState.hubbard_minimises_total' depends on axioms: [propext, Classical.choice, Quot.sound]
#print axioms HubbardLatticeGroundState.shell_minimum_iff
-- 'HubbardLatticeGroundState.shell_minimum_iff' depends on axioms: [propext, Classical.choice, Quot.sound]
```
